# An improper operation in the symmetry group makes the gyration tensor traceless

The gyration tensor is modelled as a real symmetric 3×3 matrix g, which an orthogonal matrix R transforms as an axial tensor of rank two, g ↦ det(R) R g Rᵀ. The declaration `trace_eq_zero` states that if a subgroup G of O(3), finite or not, contains an operation of determinant −1, then every such g left unchanged by all of G has trace zero. The attempt takes the trace of the invariance equation for that one operation. Cyclicity of the trace and RᵀR = 1 reduce the equation to −tr g = tr g, from which `linarith` is to conclude that the trace vanishes.

An attempt in Lean 4 with a fault in it:

```lean
import Mathlib

open Matrix Module

namespace GyrationTensor

noncomputable section

/-- Real 3×3 matrices. -/
abbrev M3 := Matrix (Fin 3) (Fin 3) ℝ

/-- The orthogonal group in three dimensions. -/
abbrev O3 : Type := ↥(Matrix.orthogonalGroup (Fin 3) ℝ)

/-- The transformation of an axial tensor of rank two, `g ↦ det(R) R g Rᵀ`. -/
def transform (R g : M3) : M3 := R.det • (R * g * Rᵀ)

/-- The symmetric gyration tensors left unchanged by every operation of the group `G`. -/
def gyrationSpace (G : Subgroup O3) : Submodule ℝ M3 where
  carrier := {g | gᵀ = g ∧ ∀ R ∈ G, transform R.1 g = g}
  add_mem' := by
    rintro a b ⟨ha, ha'⟩ ⟨hb, hb'⟩
    refine ⟨by rw [transpose_add, ha, hb], fun R hR => ?_⟩
    have h : transform R.1 (a + b) = transform R.1 a + transform R.1 b := by
      simp only [transform, mul_add, add_mul, smul_add]
    rw [h, ha' R hR, hb' R hR]
  zero_mem' := ⟨by simp, fun R _ => by simp [transform]⟩
  smul_mem' := by
    rintro c a ⟨ha, ha'⟩
    refine ⟨by rw [transpose_smul, ha], fun R hR => ?_⟩
    have h : transform R.1 (c • a) = c • transform R.1 a := by
      simp only [transform, Matrix.mul_smul, Matrix.smul_mul]
      rw [smul_comm]
    rw [h, ha' R hR]

/-- If the group contains an operation of determinant −1, every allowed gyration tensor
is traceless. -/
theorem trace_eq_zero {G : Subgroup O3} {R : O3} (hR : R ∈ G) (hdet : R.1.det = -1)
    {g : M3} (hg : g ∈ gyrationSpace G) : g.trace = 0 := by
  obtain ⟨_, h⟩ := hg
  have o : R.1ᵀ * R.1 = 1 := by
    have h' := Matrix.mem_orthogonalGroup_iff'.1 R.2
    first
      | exact h'
      | simpa only [star_eq_conjTranspose, conjTranspose_eq_transpose_of_trivial] using h'
  have t := congrArg Matrix.trace (h R hR)
  rw [transform, trace_smul, Matrix.trace_mul_comm, ← Matrix.mul_assoc, o, Matrix.one_mul,
    hdet, smul_eq_mul] at t
  linarith

end

end GyrationTensor
```

The error:

```
Main.lean:42:15: error: Invalid projection: Projections cannot be used on functions, and
  mem_orthogonalGroup_iff'
has function type
  ∀ (n : Type ?u.39) [inst : DecidableEq n] [inst_1 : Fintype n] (R : Type ?u.38) [inst_2 : CommRing R]
    {A : Matrix n n R}, A ∈ orthogonalGroup n R ↔ Aᵀ * A = 1
```

Diagnosis. The error concerns how the orthogonality lemma is called. As the message shows, `Matrix.mem_orthogonalGroup_iff'` takes two explicit arguments, the index type `n` and the coefficient ring, which the lemma happens to call `R`. Without them the name denotes a function that has yet to receive its arguments, not an equivalence, and `.1` cannot take the forward direction of a function.

The repair supplies `(Fin 3)` and `ℝ`. What remains is implicit or an instance, which Lean fills in by itself, so the term is now an equivalence and `.1` applied to `R.2` gives the orthogonality relation.

The message also shows that the right-hand side of the equivalence is `Aᵀ * A = 1`, already the form that `o` asks for. The `first` block, with its `simpa` fallback for a version written with `star`, is therefore unnecessary, and its removal is mere tidying.

After these edits no error is left:

```diff
@@ -39,9 +39,5 @@
     {g : M3} (hg : g ∈ gyrationSpace G) : g.trace = 0 := by
   obtain ⟨_, h⟩ := hg
-  have o : R.1ᵀ * R.1 = 1 := by
-    have h' := Matrix.mem_orthogonalGroup_iff'.1 R.2
-    first
-      | exact h'
-      | simpa only [star_eq_conjTranspose, conjTranspose_eq_transpose_of_trivial] using h'
+  have o : R.1ᵀ * R.1 = 1 := (Matrix.mem_orthogonalGroup_iff' (Fin 3) ℝ).1 R.2
   have t := congrArg Matrix.trace (h R hR)
   rw [transform, trace_smul, Matrix.trace_mul_comm, ← Matrix.mul_assoc, o, Matrix.one_mul,
```
